# Adding basis functions never lowers the condition number of a positive definite overlap matrix

Let S be a complex positive definite overlap matrix and A its principal submatrix on a nonempty set of the basis functions. The smallest eigenvalue of S is at most that of A and its largest is at least that of A, so the condition number κ, the largest eigenvalue divided by the smallest, satisfies κ(A) ≤ κ(S).

```lean
import Mathlib

open Matrix
open scoped ComplexOrder

namespace OverlapConditioning

noncomputable section

variable {m n : Type*} [Fintype m] [DecidableEq m] [Fintype n] [DecidableEq n]

/-- The smallest eigenvalue of a Hermitian matrix. -/
def lowest [Nonempty n] {S : Matrix n n ℂ} (hS : S.IsHermitian) : ℝ :=
  Finset.univ.inf' Finset.univ_nonempty hS.eigenvalues

/-- The largest eigenvalue of a Hermitian matrix. -/
def highest [Nonempty n] {S : Matrix n n ℂ} (hS : S.IsHermitian) : ℝ :=
  Finset.univ.sup' Finset.univ_nonempty hS.eigenvalues

/-- The condition number of a positive definite overlap matrix: its largest eigenvalue
divided by its smallest. -/
def conditionNumber [Nonempty n] {S : Matrix n n ℂ} (hS : S.PosDef) : ℝ :=
  highest hS.isHermitian / lowest hS.isHermitian

/-- The coefficient vector of an orbital of the small basis, written in the large basis
with zeros on the added functions. -/
def pad (e : m ↪ n) (x : m → ℂ) : n → ℂ := Function.extend e x 0

/-- The eigenvectors of a Hermitian matrix, as coefficient vectors. -/
def mode {S : Matrix n n ℂ} (hS : S.IsHermitian) (i : n) : n → ℂ :=
  (hS.eigenvectorBasis i).ofLp

/-- Expanded in the eigenvectors of `S`, the squared norm of a coefficient vector is the sum of
its weights, and its self-overlap is the sum of the weights times the eigenvalues. -/
theorem eigenvector_expansion {S : Matrix n n ℂ} (hS : S.IsHermitian) (x : n → ℂ) :
    (star x ⬝ᵥ x).re = ∑ i, Complex.normSq (star (mode hS i) ⬝ᵥ x) ∧
    (star x ⬝ᵥ S *ᵥ x).re =
      ∑ i, hS.eigenvalues i * Complex.normSq (star (mode hS i) ⬝ᵥ x) := by
  -- completeness of the eigenvectors
  have parseval : ∀ y : n → ℂ, star x ⬝ᵥ y =
      ∑ i, star (star (mode hS i) ⬝ᵥ x) * (star (mode hS i) ⬝ᵥ y) := by
    intro y
    have h := hS.eigenvectorBasis.sum_inner_mul_inner (WithLp.toLp 2 x) (WithLp.toLp 2 y)
    simp only [EuclideanSpace.inner_eq_star_dotProduct] at h
    rw [dotProduct_comm (star x) y, ← h]
    refine Finset.sum_congr rfl fun i _ => ?_
    rw [← Matrix.star_dotProduct, dotProduct_comm (star x), dotProduct_comm _ y]
    rfl
  -- each eigenvector turns the action of `S` into its eigenvalue
  have eig : ∀ i, star (mode hS i) ⬝ᵥ S *ᵥ x =
      (hS.eigenvalues i : ℂ) * (star (mode hS i) ⬝ᵥ x) := by
    intro i
    have h1 : S *ᵥ mode hS i = hS.eigenvalues i • mode hS i := hS.mulVec_eigenvectorBasis i
    have h2 : star (mode hS i) ᵥ* S = star (S *ᵥ mode hS i) := by
      rw [Matrix.star_mulVec, hS.eq]
    rw [Matrix.dotProduct_mulVec, h2, h1, star_smul, star_trivial, smul_dotProduct,
      Complex.real_smul]
  constructor
  · rw [parseval x, Complex.re_sum]
    refine Finset.sum_congr rfl fun i _ => ?_
    simp [Complex.normSq_apply]
  · rw [parseval (S *ᵥ x), Complex.re_sum]
    refine Finset.sum_congr rfl fun i _ => ?_
    rw [eig i]
    generalize star (mode hS i) ⬝ᵥ x = c
    simp [Complex.normSq_apply]
    ring

/-- The self-overlap of a coefficient vector lies between the smallest and the largest
eigenvalue times its squared norm. -/
theorem rayleigh_bounds [Nonempty n] {S : Matrix n n ℂ} (hS : S.IsHermitian) (x : n → ℂ) :
    lowest hS * (star x ⬝ᵥ x).re ≤ (star x ⬝ᵥ S *ᵥ x).re ∧
    (star x ⬝ᵥ S *ᵥ x).re ≤ highest hS * (star x ⬝ᵥ x).re := by
  obtain ⟨h1, h2⟩ := eigenvector_expansion hS x
  rw [h1, h2, Finset.mul_sum, Finset.mul_sum]
  exact ⟨Finset.sum_le_sum fun i _ => mul_le_mul_of_nonneg_right
      (Finset.inf'_le _ (Finset.mem_univ i)) (Complex.normSq_nonneg _),
    Finset.sum_le_sum fun i _ => mul_le_mul_of_nonneg_right
      (Finset.le_sup' _ (Finset.mem_univ i)) (Complex.normSq_nonneg _)⟩

omit [DecidableEq m] [DecidableEq n] in
/-- An orbital of the small basis has the same self-overlap when it is written in the
large basis. -/
theorem pad_selfOverlap (S : Matrix n n ℂ) (e : m ↪ n) (x : m → ℂ) :
    star x ⬝ᵥ S.submatrix e e *ᵥ x = star (pad e x) ⬝ᵥ S *ᵥ pad e x := by
  have on : ∀ i, pad e x (e i) = x i := fun i => e.injective.extend_apply x 0 i
  have off : ∀ j, j ∉ Set.range e → pad e x j = 0 := by
    intro j hj
    have h : ¬ ∃ a, e a = j := hj
    exact Function.extend_apply' x (0 : n → ℂ) j h
  have act : ∀ i, (S.submatrix e e *ᵥ x) i = (S *ᵥ pad e x) (e i) := by
    intro i
    simp only [Matrix.mulVec, dotProduct]
    refine Fintype.sum_of_injective e e.injective _ _ (fun j hj => ?_) (fun k => ?_)
    · rw [off j hj, mul_zero]
    · rw [on k, Matrix.submatrix_apply]
  simp only [dotProduct]
  refine Fintype.sum_of_injective e e.injective _ _ (fun j hj => ?_) (fun i => ?_)
  · rw [Pi.star_apply, off j hj, star_zero, zero_mul]
  · rw [Pi.star_apply, Pi.star_apply, on i, act i]

omit [DecidableEq m] [DecidableEq n] in
/-- Every principal submatrix of a positive definite overlap matrix is positive definite. -/
theorem posDef_principal {S : Matrix n n ℂ} (hS : S.PosDef) (e : m ↪ n) :
    (S.submatrix e e).PosDef := by
  rw [Matrix.posDef_iff_dotProduct_mulVec]
  refine ⟨hS.isHermitian.submatrix e, fun x hx => ?_⟩
  rw [pad_selfOverlap]
  refine hS.dotProduct_mulVec_pos fun h => hx ?_
  funext i
  have hi : pad e x (e i) = x i := e.injective.extend_apply x 0 i
  rw [← hi, h]
  rfl

/-- Every eigenvalue of a principal submatrix lies between the smallest and the largest
eigenvalue of the full matrix. -/
theorem eigenvalue_between [Nonempty n] {S : Matrix n n ℂ} (hS : S.IsHermitian)
    (e : m ↪ n) (i : m) :
    lowest hS ≤ (hS.submatrix e).eigenvalues i ∧
    (hS.submatrix e).eigenvalues i ≤ highest hS := by
  have hA := hS.submatrix e
  have unit : star (mode hA i) ⬝ᵥ mode hA i = 1 := by
    have h := inner_self_eq_norm_sq_to_K (𝕜 := ℂ) (hA.eigenvectorBasis i)
    rw [hA.eigenvectorBasis.orthonormal.1 i, EuclideanSpace.inner_eq_star_dotProduct,
      dotProduct_comm] at h
    simpa [mode] using h
  have value : star (mode hA i) ⬝ᵥ S.submatrix e e *ᵥ mode hA i = (hA.eigenvalues i : ℂ) := by
    have h : S.submatrix e e *ᵥ mode hA i = hA.eigenvalues i • mode hA i :=
      hA.mulVec_eigenvectorBasis i
    rw [h, dotProduct_smul, unit, Complex.real_smul, mul_one]
  -- padding keeps the coefficient norm: the case of the unit matrix
  have norm := pad_selfOverlap (1 : Matrix n n ℂ) e (mode hA i)
  rw [Matrix.submatrix_one e e.injective, Matrix.one_mulVec, Matrix.one_mulVec, unit] at norm
  have h := rayleigh_bounds hS (pad e (mode hA i))
  rw [← pad_selfOverlap, value, ← norm, Complex.one_re, mul_one, mul_one,
    Complex.ofReal_re] at h
  exact h

/-- The smallest eigenvalue of a positive definite overlap matrix is positive. -/
theorem lowest_pos [Nonempty n] {S : Matrix n n ℂ} (hS : S.PosDef) :
    0 < lowest hS.isHermitian :=
  (Finset.lt_inf'_iff _).2 fun i _ => hS.eigenvalues_pos i

/-- Adding basis functions never raises the smallest overlap eigenvalue, never lowers the
largest, and never lowers the condition number. -/
theorem conditionNumber_mono [Nonempty m] [Nonempty n] {S : Matrix n n ℂ}
    (hS : S.PosDef) (e : m ↪ n) :
    lowest hS.isHermitian ≤ lowest (posDef_principal hS e).isHermitian ∧
    highest (posDef_principal hS e).isHermitian ≤ highest hS.isHermitian ∧
    conditionNumber (posDef_principal hS e) ≤ conditionNumber hS := by
  have lo : lowest hS.isHermitian ≤ lowest (posDef_principal hS e).isHermitian :=
    Finset.le_inf' _ _ fun i _ => (eigenvalue_between hS.isHermitian e i).1
  have hi : highest (posDef_principal hS e).isHermitian ≤ highest hS.isHermitian :=
    Finset.sup'_le _ _ fun i _ => (eigenvalue_between hS.isHermitian e i).2
  have top : 0 ≤ highest hS.isHermitian :=
    (hS.eigenvalues_pos (Classical.arbitrary n)).le.trans
      (Finset.le_sup' _ (Finset.mem_univ _))
  exact ⟨lo, hi, div_le_div₀ top hi (lowest_pos hS) lo⟩

/-- Adding basis functions leaves the condition number unchanged exactly when it leaves both
the smallest and the largest overlap eigenvalue unchanged. -/
theorem conditionNumber_eq_iff [Nonempty m] [Nonempty n] {S : Matrix n n ℂ}
    (hS : S.PosDef) (e : m ↪ n) :
    conditionNumber (posDef_principal hS e) = conditionNumber hS ↔
      lowest (posDef_principal hS e).isHermitian = lowest hS.isHermitian ∧
      highest (posDef_principal hS e).isHermitian = highest hS.isHermitian := by
  obtain ⟨lo, hi, -⟩ := conditionNumber_mono hS e
  have pS := lowest_pos hS
  have pA := lowest_pos (posDef_principal hS e)
  have top : 0 < highest (posDef_principal hS e).isHermitian :=
    ((posDef_principal hS e).eigenvalues_pos (Classical.arbitrary m)).trans_le
      (Finset.le_sup' _ (Finset.mem_univ _))
  unfold conditionNumber
  constructor
  · intro h
    rw [div_eq_div_iff pA.ne' pS.ne'] at h
    -- two nonnegative terms add up to zero
    have t1 := mul_nonneg (sub_nonneg.2 hi) pA.le
    have t2 := mul_nonneg top.le (sub_nonneg.2 lo)
    have z1 := (mul_eq_zero.1 (le_antisymm (by linarith) t1)).resolve_right pA.ne'
    have z2 := (mul_eq_zero.1 (le_antisymm (by linarith) t2)).resolve_left top.ne'
    exact ⟨by linarith, by linarith⟩
  · rintro ⟨h1, h2⟩
    rw [h1, h2]

/-- The condition number is at least the ratio of the self-overlaps of any two basis
functions. -/
theorem diagonal_ratio_le [Nonempty n] {S : Matrix n n ℂ} (hS : S.PosDef) (i j : n) :
    (S i i).re / (S j j).re ≤ conditionNumber hS := by
  have diag : ∀ k, lowest hS.isHermitian ≤ (S k k).re ∧
      (S k k).re ≤ highest hS.isHermitian := by
    intro k
    have real : star (Pi.single k (1 : ℂ) : n → ℂ) = Pi.single k 1 := by
      ext l
      by_cases h : l = k
      · subst h
        simp
      · simp [h]
    have h := rayleigh_bounds hS.isHermitian (Pi.single k 1)
    rw [real] at h
    simpa using h
  have pS := lowest_pos hS
  exact div_le_div₀ (pS.le.trans ((diag i).1.trans (diag i).2)) (diag i).2 pS (diag j).1

end

end OverlapConditioning
```

```lean
#print axioms OverlapConditioning.conditionNumber_mono
#print axioms OverlapConditioning.conditionNumber_eq_iff
#print axioms OverlapConditioning.diagonal_ratio_le
```

```
'OverlapConditioning.conditionNumber_mono' depends on axioms: [propext, Classical.choice, Quot.sound]
'OverlapConditioning.conditionNumber_eq_iff' depends on axioms: [propext, Classical.choice, Quot.sound]
'OverlapConditioning.diagonal_ratio_le' depends on axioms: [propext, Classical.choice, Quot.sound]
```

## Two bases, one overlap matrix

The index type `n` labels the large basis and `m` the small one. The embedding `e : m ↪ n` says which functions of the large basis form the small one, and `S.submatrix e e` is A. The functions kept must therefore be the same in both bases, including their normalisation.

`lowest` and `highest` are the minimum and maximum of the finite family of eigenvalues, written λ_min and λ_max below. `conditionNumber` requires a proof of positive definiteness, so its denominator is positive. Physically, this hypothesis stands for linear independence of the basis functions; for normalised functions, near dependence appears as a small λ_min(S).

`conditionNumber_mono` states the three inequalities. `conditionNumber_eq_iff` says that κ is unchanged exactly when both extreme eigenvalues are unchanged. `diagonal_ratio_le` bounds κ(S) from below by the ratio of any two diagonal elements.

For electronic structure in a finite, linearly independent basis, this means that adding diffuse functions to a fixed set cannot improve the conditioning of the overlap matrix. The three theorems just named do not say by how much κ grows, and they do not treat exactly dependent sets or rounding errors.

## Self-overlap as a weighted sum of eigenvalues

Let v_i be the orthonormal eigenvectors of S, with eigenvalues λ_i, and let c_i = v_i†x for a coefficient vector x. Completeness gives

x†y = Σ_i c_i* (v_i†y)

for every y. Since S is Hermitian and λ_i is real, v_i†Sx = (Sv_i)†x = λ_i c_i. Setting y = x and then y = Sx gives

x†x = Σ_i |c_i|²
x†Sx = Σ_i λ_i |c_i|².

This is `eigenvector_expansion`: its step `parseval` is completeness, and `eig` lets S act on the eigenvector. Replacing every λ_i by the smallest or the largest eigenvalue gives `rayleigh_bounds`:

λ_min(S) x†x ≤ x†Sx ≤ λ_max(S) x†x.

The Lean statements take real parts, which loses nothing because both quadratic forms are real.

## Padding with zeros

Now let x belong to the small basis. Its padded vector p has p_e(k) = x_k and zeros elsewhere. Only the terms of the small basis survive in the double sum:

p†Sp = Σ_k Σ_l x_k* S_e(k)e(l) x_l = x†Ax.

In `pad_selfOverlap`, the steps `on` and `off` give the entries of p, and `Fintype.sum_of_injective` discards the zero terms. With the unit matrix in place of S, the same identity gives p†p = x†x. If x ≠ 0, then p ≠ 0 and x†Ax = p†Sp > 0, so A is positive definite (`posDef_principal`).

For a normalised eigenvector u_i of A with eigenvalue μ_i, the padded vector has norm 1 and self-overlap μ_i. The Rayleigh bounds then give `eigenvalue_between`:

λ_min(S) ≤ μ_i ≤ λ_max(S).

The padded vector is in general not an eigenvector of S, so μ_i need not be an eigenvalue of S. The argument uses only its self-overlap.

## From eigenvalue bounds to condition numbers

Taking the minimum and maximum over i gives the two eigenvalue inequalities. Passing from A to S, the numerator of κ does not decrease and its positive denominator does not increase, so κ(A) ≤ κ(S); `div_le_div₀` performs this step.

If κ(A) = κ(S), cross-multiplication gives

(λ_max(S) − λ_max(A)) λ_min(A) + λ_max(A) (λ_min(A) − λ_min(S)) = 0.

Both terms are nonnegative, so both vanish. Since λ_min(A) and λ_max(A) are positive, the two differences are zero. The converse is substitution.

For the diagonal bound, the Rayleigh bounds on a single basis function k give λ_min(S) ≤ S_kk ≤ λ_max(S). Using the upper bound for i and the lower bound for j gives S_ii/S_jj ≤ κ(S).

## Two normalised functions with overlap 0.6

One normalised function has A = (1) and κ(A) = 1. Adding a second with overlap 0.6 gives

S = [[1, 0.6], [0.6, 1]],

with eigenvalues 0.4 and 1.6, so κ(S) = 4. The padded vector (1, 0) has self-overlap 1, between these values, but S maps it to (1, 0.6), so it is not an eigenvector. A third normalised function orthogonal to both adds the eigenvalue 1 and leaves κ at 4.
